# Force symmetrization keeps only the symmetric part and can hide a Jahn–Teller force

To speak of a force at a Jahn–Teller degeneracy, we treat the energy as a function of two arguments, a geometry and an occupation state, and hold the state fixed while the atoms move. At a Jahn–Teller degeneracy the lowest energy, taken as a function of geometry alone, can have a kink where two states cross, and then it has no gradient there. Each state followed separately can still have one. We therefore write $E(R,n)$, where $n$ may stand for a set of occupation matrices or label a self-consistent solution, and define the force as $F(R,n)=-\nabla_R E(R,n)$ at fixed $n$.

Geometries and displacements are vectors in one finite-dimensional real inner-product space $V$, measured from a symmetric reference. A finite group $G$ acts on $V$ by linear maps $\rho(g)$ that preserve the inner product, and it permutes the occupation states, $n\mapsto g\cdot n$. The energy is invariant when both are transformed:

$$E(\rho(g)R,\,g\cdot n)=E(R,n).$$

Let $V^G$ be the subspace of vectors that every $\rho(g)$ leaves unchanged. A geometry is symmetric if it lies in $V^G$; the state $n$ need not be symmetric. The claim is that, at a symmetric geometry where the energy of $n$ is differentiable,

$$\frac1{|G|}\sum_g \rho(g)F(R,n)=\frac1{|G|}\sum_g F(R,g\cdot n)=P\,F(R,n),$$

where $P$ is the orthogonal projection on $V^G$. If $V^G=0$, the average vanishes whatever the force was.

## From invariance to projection

Invariance under $g^{-1}$ gives $E(x,g\cdot n)=E(\rho(g^{-1})x,n)$. Differentiate at $x=\rho(g)R$ in the direction $w$. By the chain rule and then orthogonality, the derivative is

$$\langle\nabla E(R,n),\rho(g^{-1})w\rangle=\langle\rho(g)\nabla E(R,n),w\rangle .$$

This holds for every $w$, so $F(\rho(g)R,g\cdot n)=\rho(g)F(R,n)$.

Now take any vector $F$ and its average $\bar F=|G|^{-1}\sum_g\rho(g)F$. Applying $\rho(h)$ replaces $g$ by $hg$, which only reorders the sum, so $\bar F\in V^G$. If $w\in V^G$, then

$$\langle\rho(g)F,w\rangle=\langle\rho(g)F,\rho(g)w\rangle=\langle F,w\rangle .$$

Averaging over $g$ gives $\langle\bar F,w\rangle=\langle F,w\rangle$. Thus $\bar F$ lies in $V^G$ and $F-\bar F$ is orthogonal to $V^G$, which means $\bar F=PF$.

At a symmetric geometry $\rho(g)R=R$, so $F(R,g\cdot n)=\rho(g)F(R,n)$, and the two averages in the claim agree term by term.

If $V^G=0$, every average is zero. Conversely, if every average is zero, then for $w\in V^G$ we have $0=\langle\bar w,w\rangle=\langle w,w\rangle$, so $w=0$.

A hidden force is still a real one. Write $F=F(R,n)$ for the force itself, at a geometry where the energy of $n$ is differentiable. For small $t>0$,

$$E(R+tF,n)=E(R,n)-t\|F\|^2+o(t),$$

so a non-zero $F$ points downhill; this expansion is argued here by hand and does not appear in the Lean file.

## A breathing mode and a distortion in numbers

Let $V=\mathbb R^2$ with a breathing coordinate $a$ and a distortion $b$. The non-trivial group element sends $(a,b)$ to $(a,-b)$ and exchanges the states $s=\pm1$. In dimensionless units take

$$E(a,b,s)=\tfrac12a^2+\tfrac12b^2-0.5\,s\,b .$$

At the symmetric geometry $(0.4,0)$ the forces are $(-0.4,\,0.5)$ for $s=1$ and $(-0.4,\,-0.5)$ for $s=-1$. Their average is $(-0.4,0)$: the breathing force survives and the distorting force is gone. Yet for $s=1$, moving to $b=0.5$ at fixed $a$ lowers the energy by $0.125$.

If $a$ is frozen and only $b$ is kept, $V^G=0$ and the averaged force at $b=0$ is zero.

## The model in Lean

```lean
import Mathlib

open scoped InnerProductSpace

namespace HiddenJahnTellerForces

noncomputable section

variable {G V S : Type*} [Group G] [Fintype G] [MulAction G S]
  [NormedAddCommGroup V] [InnerProductSpace ℝ V] [FiniteDimensional ℝ V]
```

`G` is the symmetry group, `V` the displacement space and `S` the set of occupation states. Nothing is assumed about `S` except that the group acts on it.

```lean
/-- The group acts on displacements by linear maps that preserve the inner product. -/
def IsOrthogonal (ρ : G →* Module.End ℝ V) : Prop :=
  ∀ g x y, ⟪ρ g x, ρ g y⟫_ℝ = ⟪x, y⟫_ℝ

/-- The energy is unchanged when geometry and occupation state are transformed together. -/
def IsInvariant (ρ : G →* Module.End ℝ V) (E : V → S → ℝ) : Prop :=
  ∀ g x n, E (ρ g x) (g • n) = E x n
```

The homomorphism `ρ` makes the action linear and compatible with group multiplication. These two definitions add orthogonality and the joint invariance of the energy. Invariance is a hypothesis about the energy functional: it would fail, for instance, if an external field broke the symmetry.

```lean
/-- The subspace of displacements left unchanged by every group element. -/
def fixedSpace (ρ : G →* Module.End ℝ V) : Submodule ℝ V where
  carrier := {v | ∀ g, ρ g v = v}
  add_mem' := fun ha hb g => by rw [map_add, ha g, hb g]
  zero_mem' := fun g => map_zero (ρ g)
  smul_mem' := fun c v hv g => by rw [map_smul, hv g]
```

This is $V^G$, with the proof that it is a subspace.

```lean
/-- The force at geometry `R` in the occupation state `n`: minus the gradient of the energy
with respect to the geometry, for an energy differentiable there. -/
def force (E : V → S → ℝ) (R : V) (n : S) : V :=
  -gradient (fun x => E x n) R
```

The gradient is taken with `n` fixed. The theorems that use `force` assume differentiability or, in the explicit example at the end, prove it; this gives the expression its physical meaning.

```lean
/-- Symmetrization of a force: the average of its images under the group. -/
def symmetrize (ρ : G →* Module.End ℝ V) (F : V) : V :=
  (Fintype.card G : ℝ)⁻¹ • ∑ g, ρ g F

variable (G) in
/-- The average, at one geometry, of the forces of all symmetry partners of a state. -/
def partnerAverage (E : V → S → ℝ) (R : V) (n : S) : V :=
  (Fintype.card G : ℝ)⁻¹ • ∑ g : G, force E R (g • n)
```

The first average transforms one force; the second keeps the geometry and transforms the state. Both run over group elements, so a partner reached by several elements is counted that many times.

## Covariance and the group average

```lean
omit [Fintype G] in
/-- For an invariant energy, differentiable at `R` in the state `n`, and an orthogonal action,
the force of the transformed state at the transformed geometry is the transformed force. -/
theorem force_covariant {ρ : G →* Module.End ℝ V} {E : V → S → ℝ}
    (hρ : IsOrthogonal ρ) (hE : IsInvariant ρ E) {R : V} {n : S}
    (hd : DifferentiableAt ℝ (fun x => E x n) R) (g : G) :
    force E (ρ g R) (g • n) = ρ g (force E R n) := by
  have hl : ∀ x, ρ g⁻¹ (ρ g x) = x := fun x => by
    rw [← Module.End.mul_apply, ← map_mul, inv_mul_cancel, map_one, Module.End.one_apply]
  have hr : ∀ x, ρ g (ρ g⁻¹ x) = x := fun x => by
    rw [← Module.End.mul_apply, ← map_mul, mul_inv_cancel, map_one, Module.End.one_apply]
  -- the energy of the partner state is the old energy at the back-transformed geometry
  have hfun : (fun x => E x (g • n)) = fun x => E (ρ g⁻¹ x) n := by
    funext x
    have h := hE g⁻¹ x (g • n)
    rw [inv_smul_smul] at h
    exact h.symm
  let L : V →L[ℝ] V := LinearMap.toContinuousLinearMap (ρ g⁻¹)
  have h0 := hd.hasGradientAt.hasFDerivAt
  have h1 : HasFDerivAt (fun x => E x n)
      (InnerProductSpace.toDual ℝ V (gradient (fun x => E x n) R)) (L (ρ g R)) := by
    have hL : L (ρ g R) = R := hl R
    rw [hL]
    exact h0
  have h2 := h1.comp (ρ g R) L.hasFDerivAt
  have h3 : HasGradientAt (fun x => E x (g • n))
      (ρ g (gradient (fun x => E x n) R)) (ρ g R) := by
    rw [hfun, hasGradientAt_iff_hasFDerivAt]
    refine HasFDerivAt.congr_fderiv h2 ?_
    ext w
    change ⟪gradient (fun x => E x n) R, ρ g⁻¹ w⟫_ℝ
      = ⟪ρ g (gradient (fun x => E x n) R), w⟫_ℝ
    rw [← hρ g, hr]
  unfold force
  rw [h3.gradient, map_neg]
```

This is $F(\rho(g)R,g\cdot n)=\rho(g)F(R,n)$. The facts `hl` and `hr` say that $\rho(g^{-1})$ inverts $\rho(g)$, and `hfun` rewrites the partner's energy at the back-transformed geometry. The chain rule is `h2`. In `h3`, orthogonality moves the group element to the other side of the inner product and identifies the new gradient.

```lean
omit [FiniteDimensional ℝ V] in
/-- A symmetrized force is unchanged by every group element. -/
theorem symmetrize_mem (ρ : G →* Module.End ℝ V) (F : V) :
    symmetrize ρ F ∈ fixedSpace ρ := by
  intro h
  unfold symmetrize
  rw [map_smul, map_sum]
  congr 1
  -- multiplication by h only reorders the group sum
  refine Fintype.sum_equiv (Equiv.mulLeft h) _ _ fun g => ?_
  rw [Equiv.coe_mulLeft, map_mul, Module.End.mul_apply]
```

`Equiv.mulLeft h` is the reordering $g\mapsto hg$.

```lean
omit [FiniteDimensional ℝ V] in
/-- For an orthogonal action, symmetrization keeps the component of a force along every
symmetric displacement. -/
theorem inner_symmetrize {ρ : G →* Module.End ℝ V} (hρ : IsOrthogonal ρ) (F : V) {w : V}
    (hw : w ∈ fixedSpace ρ) : ⟪symmetrize ρ F, w⟫_ℝ = ⟪F, w⟫_ℝ := by
  have h : ∀ g, ⟪ρ g F, w⟫_ℝ = ⟪F, w⟫_ℝ := fun g => by
    have hg : ρ g w = w := hw g
    have h' := hρ g F w
    rwa [hg] at h'
  have hc : (Fintype.card G : ℝ) ≠ 0 := Nat.cast_ne_zero.mpr Fintype.card_ne_zero
  unfold symmetrize
  rw [real_inner_smul_left, sum_inner, Finset.sum_congr rfl fun g _ => h g,
    Finset.sum_const, Finset.card_univ, nsmul_eq_mul, inv_mul_cancel_left₀ hc]
```

Each term has the same overlap with a symmetric `w`; the sum of $|G|$ equal terms then cancels the prefactor.

## Projection at a symmetric geometry

```lean
/-- At a symmetric geometry, for an orthogonal action and an invariant energy differentiable
there in the state `n`, the symmetrized force of `n` and the average force of its symmetry
partners both equal the orthogonal projection of its force on the fixed subspace. -/
theorem symmetrized_force_eq_projection {ρ : G →* Module.End ℝ V} {E : V → S → ℝ}
    (hρ : IsOrthogonal ρ) (hE : IsInvariant ρ E) {R : V} (hR : R ∈ fixedSpace ρ) {n : S}
    (hd : DifferentiableAt ℝ (fun x => E x n) R) :
    symmetrize ρ (force E R n) = (fixedSpace ρ).starProjection (force E R n) ∧
    partnerAverage G E R n = (fixedSpace ρ).starProjection (force E R n) := by
  have hproj : symmetrize ρ (force E R n)
      = (fixedSpace ρ).starProjection (force E R n) := by
    refine (Submodule.eq_starProjection_of_mem_of_inner_eq_zero
      (symmetrize_mem ρ _) fun w hw => ?_).symm
    rw [inner_sub_left, inner_symmetrize hρ _ hw, sub_self]
  refine ⟨hproj, ?_⟩
  rw [← hproj]
  unfold partnerAverage symmetrize
  congr 1
  refine Finset.sum_congr rfl fun g _ => ?_
  have hg : ρ g R = R := hR g
  have h := force_covariant hρ hE hd g
  rwa [hg] at h
```

The hypothesis `hR` makes the geometry symmetric, and `starProjection` is the orthogonal projection regarded as a map from `V` to itself. The first equality combines the two preceding lemmas: membership in the subspace and an orthogonal remainder characterize the projection. The second applies covariance to each term and uses $\rho(g)R=R$.

For DFT+U, within this model of a finite group and an energy differentiable at fixed state, the theorem shows what is lost when forces from a symmetry-broken occupation state are symmetrized with the full group of the geometry: the component of the force orthogonal to $V^G$.

```lean
omit [FiniteDimensional ℝ V] in
/-- For an orthogonal action, symmetrization removes every force exactly when zero is the only
symmetric displacement. -/
theorem hides_all_iff {ρ : G →* Module.End ℝ V} (hρ : IsOrthogonal ρ) :
    (∀ F, symmetrize ρ F = 0) ↔ fixedSpace ρ = ⊥ := by
  constructor
  · intro h
    refine (Submodule.eq_bot_iff _).mpr fun w hw => ?_
    have hs := inner_symmetrize hρ w hw
    rw [h w, inner_zero_left] at hs
    exact inner_self_eq_zero.mp hs.symm
  · intro h F
    have hm := symmetrize_mem ρ F
    rw [h] at hm
    exact (Submodule.mem_bot ℝ).mp hm
```

The forward direction tests the average on a symmetric vector `w` itself and finds $\langle w,w\rangle=0$. The reverse direction uses the fact that the average must lie in the zero subspace.

```lean
/-- Let zero be the only symmetric displacement, the action orthogonal and the energy invariant.
For every state with an energy differentiable at the origin, the forces of its symmetry partners
there average to zero. -/
theorem hidden_jahn_teller {ρ : G →* Module.End ℝ V} {E : V → S → ℝ}
    (hρ : IsOrthogonal ρ) (hE : IsInvariant ρ E) (hfix : fixedSpace ρ = ⊥) {n : S}
    (hd : DifferentiableAt ℝ (fun x => E x n) 0) : partnerAverage G E 0 n = 0 := by
  obtain ⟨h1, h2⟩ := symmetrized_force_eq_projection hρ hE (fixedSpace ρ).zero_mem hd
  rw [h2, ← h1, (hides_all_iff hρ).mpr hfix]
```

The geometry is the origin because it is the only symmetric one when $V^G=0$. The proof passes from the partner average to the projection, then to the symmetrized force, which vanishes by the previous theorem.

The condition $V^G=0$ restricts the choice of coordinates. A molecule with at least two atoms has a symmetric breathing displacement, so there `V` must be a smaller space of distortions. Nor does the theorem derive a force from electronic degeneracy: it takes the force as given and determines its average. The Jahn–Teller theorem addresses the other question: in a non-linear molecule with an orbitally degenerate state, symmetry allows a linear coupling to some distortion that lowers the symmetry.

## Two partner states with opposite forces

```lean
variable (V) in
/-- The two-element group acting on displacements by inversion. -/
def inversion : ℤˣ →* Module.End ℝ V where
  toFun u := ((u : ℤ) : ℝ) • LinearMap.id
  map_one' := by ext x; simp
  map_mul' a b := by
    ext x
    simp [mul_smul]
    exact smul_comm _ _ _

/-- The linear vibronic coupling energy with coupling vector `f`, whose sign is set by the
state `s`. -/
def vibronicEnergy (f x : V) (s : ℤˣ) : ℝ :=
  ⟪-((s : ℤ) : ℝ) • f, x⟫_ℝ
```

The group `ℤˣ` is $\{1,-1\}$, acting on displacements by $x\mapsto\pm x$ and on the states, also labelled by $\pm1$, by multiplication. The energy is $E(x,s)=-s\langle f,x\rangle$, with a fixed coupling vector $f$ that sets the strength and direction of the linear vibronic coupling. There is no elastic term, so this is a model of the behaviour near the origin.

"Inversion" refers to displacement space. A quarter turn that exchanges two degenerate orbitals and reverses a distortion coordinate acts in this way.

```lean
/-- Inversion with linear vibronic coupling: the action is orthogonal, the energy invariant and
differentiable, zero is the only symmetric displacement, and the force at the origin is `± f`. -/
theorem inversion_witness (f : V) :
    IsOrthogonal (inversion V) ∧ IsInvariant (inversion V) (vibronicEnergy f) ∧
    fixedSpace (inversion V) = ⊥ ∧
    ∀ s : ℤˣ, Differentiable ℝ (fun x => vibronicEnergy f x s) ∧
      force (vibronicEnergy f) 0 s = ((s : ℤ) : ℝ) • f := by
  have happ : ∀ (u : ℤˣ) (x : V), inversion V u x = ((u : ℤ) : ℝ) • x := fun _ _ => rfl
  have hgrad : ∀ (s : ℤˣ) (x : V), HasGradientAt (fun x => vibronicEnergy f x s)
      (-((s : ℤ) : ℝ) • f) x := by
    intro s x
    rw [hasGradientAt_iff_hasFDerivAt]
    exact ContinuousLinearMap.hasFDerivAt
      (InnerProductSpace.toDual ℝ V (-((s : ℤ) : ℝ) • f))
  refine ⟨fun u x y => ?_, fun u x s => ?_, ?_, fun s => ⟨fun x => ?_, ?_⟩⟩
  · rw [happ, happ]
    rcases Int.units_eq_one_or u with rfl | rfl <;> simp
  · have h : (((u • s : ℤˣ) : ℤ) : ℝ) = ((u : ℤ) : ℝ) * ((s : ℤ) : ℝ) := by
      rw [← Int.cast_mul]
      rfl
    unfold vibronicEnergy
    rw [h, happ]
    rcases Int.units_eq_one_or u with rfl | rfl <;> simp
  · refine (Submodule.eq_bot_iff _).mpr fun v hv => ?_
    have h : inversion V (-1) v = v := hv (-1)
    have h' : -v = v := by simpa [happ] using h
    have h2 : (2 : ℝ) • v = 0 := by
      rw [two_smul]
      exact add_eq_zero_iff_eq_neg.mpr h'.symm
    exact (smul_eq_zero.mp h2).resolve_left two_ne_zero
  · exact (hgrad s x).hasFDerivAt.differentiableAt
  · unfold force
    rw [(hgrad s 0).gradient, neg_smul, neg_neg]

end

end HiddenJahnTellerForces
```

The linear function has constant gradient $-sf$, recorded in `hgrad`, so the force at the origin is $sf$. Orthogonality and invariance follow by checking the two signs, and a vector equal to its own negative is zero. All hypotheses of `hidden_jahn_teller` are therefore met. For $f\neq0$ both states have a non-zero force, while the average of $f$ and $-f$ is zero.

```lean
#print axioms HiddenJahnTellerForces.hidden_jahn_teller
```

```
'HiddenJahnTellerForces.hidden_jahn_teller' depends on axioms: [propext, Classical.choice, Quot.sound]
```
